# The energy expansion of a Green function about a fixed energy, with its exact remainder

An electronic-structure calculation often needs the Green function of one Hamiltonian at many energies, for instance along an integration contour or across an energy window. If it is computed by direct inversion, each new energy $E$ takes a new inversion of $H-E$. If the inverse is already known at a nearby energy $E_0$, its powers give an expansion in $E-E_0$, which can be cut off at a chosen order. What exactly has then been left out?

Write

$$G(z)=(H-z)^{-1},\qquad e=E-E_0 .$$

Whenever $H-E_0$ and $H-E$ are both invertible, every order $N\ge 0$ satisfies

$$G(E)=\sum_{n=0}^{N} e^n\,G(E_0)^{n+1}+e^{N+1}G(E_0)^{N+1}G(E).$$

The last term is the whole error. For a Hamiltonian matrix that does not itself depend on energy, written in a finite orthonormal basis, this says what is lost when inversions at many energies are replaced by powers of a single inverse.

## The Hamiltonian and its Green function

The identity uses only addition, multiplication and complex scalars, so $H$ can be an element of any complex algebra `A` with a unit. Square matrices of any fixed size are the main example. No norm, adjoint or finite dimension is assumed at this stage, and $H$ need not be Hermitian.

```lean
import Mathlib

open Filter Topology

namespace GreenEnergyExpansion

noncomputable section

section Algebraic

variable {A : Type*} [Ring A] [Algebra ℂ A]
```

A complex energy $z$ enters the algebra as the multiple $z\cdot 1$ of the identity, which Lean writes `algebraMap ℂ A z`. The Green function is the inverse of $H-z\cdot 1$ in the algebra. The sign convention is $(H-z)^{-1}$; with $(z-H)^{-1}$ instead, the term of order $n$ and the remainder would acquire the factors $(-1)^n$ and $(-1)^{N+1}$.

```lean
/-- The Green function `G(z) = (H - z)⁻¹`, meant for energies `z` at which `H - z` is
invertible. -/
def green (H : A) (z : ℂ) : A := Ring.inverse (H - algebraMap ℂ A z)
```

`Ring.inverse` returns zero for an element that has no inverse, so the theorems carry invertibility as a hypothesis, `IsUnit (H - algebraMap ℂ A E)`. For a matrix this means that $E$ is not an eigenvalue of $H$. In a non-orthogonal basis with overlap matrix $S$ the matrix to invert is $H-zS$. The theorems then apply with $S^{-1}H$ in place of $H$, because $(H-zS)^{-1}=(S^{-1}H-z)^{-1}S^{-1}$.

The truncated expansion of order $N$ is

$$X_N=\sum_{n=0}^{N} e^n\,G(E_0)^{n+1}.$$

It has $N+1$ terms, hence `Finset.range (N + 1)` in the code, and $X_0=G(E_0)$. With $E_0$ held fixed it is a polynomial in $E$, so no finite order has a pole at an eigenvalue of $H$.

```lean
/-- The energy expansion of order `N` about `E₀`: the sum of `(E - E₀)ⁿ G(E₀)ⁿ⁺¹` over
`n ≤ N`, meant for `H - E₀` invertible. -/
def expansion (H : A) (E₀ E : ℂ) (N : ℕ) : A :=
  ∑ n ∈ Finset.range (N + 1), (E - E₀) ^ n • green H E₀ ^ (n + 1)
```

Going from order $N$ to order $N+1$ adds one term:

$$X_{N+1}=X_N+e^{N+1}G(E_0)^{N+2}.$$

In Lean this is the rule for splitting the last term off a finite sum. Both inductions below use it.

```lean
/-- Raising the order from `N` to `N + 1` adds the term `(E - E₀)ᴺ⁺¹ G(E₀)ᴺ⁺²`. -/
theorem expansion_succ (H : A) (E₀ E : ℂ) (N : ℕ) :
    expansion H E₀ E (N + 1) =
      expansion H E₀ E N + (E - E₀) ^ (N + 1) • green H E₀ ^ (N + 1 + 1) := by
  unfold expansion
  rw [Finset.sum_range_succ]
```

## From one energy to the other

The energy difference is the difference of two operators whose inverses are the two Green functions:

$$e\cdot 1=(H-E_0)-(H-E).$$

Place this between the two Green functions and multiply out:

$$e\,G(E_0)G(E)=G(E_0)(H-E_0)G(E)-G(E_0)(H-E)G(E)=G(E)-G(E_0).$$

In the first product $G(E_0)$ cancels $H-E_0$ from the left, and in the second $G(E)$ cancels $H-E$ from the right. Rearranged, this is the resolvent equation

$$G(E)=G(E_0)+e\,G(E_0)G(E).$$

The proof follows the same lines. `h1` and `h2` are the two cancellations, and `key` is the displayed calculation, with `noncomm_ring` multiplying out while the order of the factors is kept. The remaining steps turn the element $e\cdot 1$ into a scalar factor and rearrange the sum.

```lean
/-- The resolvent equation: `G(E) = G(E₀) + (E - E₀) G(E₀) G(E)`. -/
theorem resolvent_equation {H : A} {E₀ E : ℂ}
    (h₀ : IsUnit (H - algebraMap ℂ A E₀)) (h : IsUnit (H - algebraMap ℂ A E)) :
    green H E = green H E₀ + (E - E₀) • (green H E₀ * green H E) := by
  have h1 : green H E₀ * (H - algebraMap ℂ A E₀) = 1 := Ring.inverse_mul_cancel _ h₀
  have h2 : (H - algebraMap ℂ A E) * green H E = 1 := Ring.mul_inverse_cancel _ h
  -- the energy difference is the difference of the two inverse Green functions
  have key : green H E₀ * algebraMap ℂ A (E - E₀) * green H E = green H E - green H E₀ := by
    calc green H E₀ * algebraMap ℂ A (E - E₀) * green H E
        = (green H E₀ * (H - algebraMap ℂ A E₀)) * green H E
          - green H E₀ * ((H - algebraMap ℂ A E) * green H E) := by
          rw [map_sub]; noncomm_ring
      _ = green H E - green H E₀ := by rw [h1, h2, one_mul, mul_one]
  rw [← Algebra.commutes, ← Algebra.smul_def, smul_mul_assoc] at key
  rw [key]
  abel
```

This is already the case $N=0$ of the expansion. To raise the order, insert the resolvent equation for the factor $G(E)$ in the remainder:

$$\begin{aligned}
e^{N+1}G(E_0)^{N+1}G(E)
&=e^{N+1}G(E_0)^{N+1}\bigl[G(E_0)+e\,G(E_0)G(E)\bigr]\\
&=e^{N+1}G(E_0)^{N+2}+e^{N+2}G(E_0)^{N+2}G(E).
\end{aligned}$$

The first term is the one that turns $X_N$ into $X_{N+1}$, and the second is the remainder of order $N+1$. Induction on $N$ gives the identity at every order.

In the code `step` is the resolvent equation and `hrem` is the splitting just displayed. Once `expansion_succ` has rewritten $X_{N+1}$ and `hrem`, read from right to left, has recombined the added term with the new remainder, the goal is the induction hypothesis `ih`.

```lean
/-- The energy expansion of the Green function with its exact remainder:
`G(E)` is the expansion of order `N` plus `(E - E₀)ᴺ⁺¹ G(E₀)ᴺ⁺¹ G(E)`. -/
theorem green_eq_expansion_add_remainder {H : A} {E₀ E : ℂ}
    (h₀ : IsUnit (H - algebraMap ℂ A E₀)) (h : IsUnit (H - algebraMap ℂ A E)) (N : ℕ) :
    green H E = expansion H E₀ E N
      + (E - E₀) ^ (N + 1) • (green H E₀ ^ (N + 1) * green H E) := by
  have step := resolvent_equation h₀ h
  induction N with
  | zero => simpa [expansion] using step
  | succ N ih =>
    -- insert the resolvent equation into the remainder of order `N`
    have hrem : (E - E₀) ^ (N + 1) • (green H E₀ ^ (N + 1) * green H E)
        = (E - E₀) ^ (N + 1) • green H E₀ ^ (N + 1 + 1)
          + (E - E₀) ^ (N + 1 + 1) • (green H E₀ ^ (N + 1 + 1) * green H E) := by
      calc (E - E₀) ^ (N + 1) • (green H E₀ ^ (N + 1) * green H E)
          = (E - E₀) ^ (N + 1) • (green H E₀ ^ (N + 1) *
              (green H E₀ + (E - E₀) • (green H E₀ * green H E))) := by rw [← step]
        _ = _ := by
          rw [mul_add, mul_smul_comm, ← mul_assoc, ← pow_succ, smul_add, smul_smul,
            ← pow_succ]
    rw [expansion_succ, add_assoc, ← hrem]
    exact ih
```

The same iteration works when the Hamiltonian changes and the energy stays fixed. Let $g=(H-z)^{-1}$ and $g_V=(H+V-z)^{-1}$, with both inverses existing. Then $g_V=g-gVg_V$, and repeated insertion gives

$$g_V=\sum_{n=0}^{N}(-gV)^n g+(-gV)^{N+1}g_V .$$

This is the Born series of scattering theory with its remainder; the choice $z=E_0$, $V=-e\cdot 1$ leads back to the energy expansion. The code treats only the shift in energy.

## How well the truncated expansion solves the equation at $E$

The remainder contains the unknown $G(E)$. A second measure of the error avoids it: put $X_N$ into the equation $(H-E)G(E)=1$ and see what is left over. At order zero,

$$(H-E)G(E_0)=(H-E_0)G(E_0)-e\,G(E_0)=1-e\,G(E_0).$$

Only $H-E_0$ has to be invertible here, so $E$ may even be an eigenvalue of $H$.

```lean
/-- The Green function at `E₀` solves the equation at `E` up to a defect linear in the energy
difference: `(H - E) G(E₀) = 1 - (E - E₀) G(E₀)`. -/
theorem shifted_mul_green {H : A} {E₀ : ℂ} (h₀ : IsUnit (H - algebraMap ℂ A E₀)) (E : ℂ) :
    (H - algebraMap ℂ A E) * green H E₀ = 1 - (E - E₀) • green H E₀ := by
  have h1 : (H - algebraMap ℂ A E₀) * green H E₀ = 1 := Ring.mul_inverse_cancel _ h₀
  calc (H - algebraMap ℂ A E) * green H E₀
      = (H - algebraMap ℂ A E₀) * green H E₀ - algebraMap ℂ A (E - E₀) * green H E₀ := by
        rw [map_sub]; noncomm_ring
    _ = 1 - (E - E₀) • green H E₀ := by rw [h1, Algebra.smul_def]
```

At general order the defect is a single power:

$$(H-E)X_N=1-e^{N+1}G(E_0)^{N+1}.$$

To see this by induction, apply $H-E$ to the term that is added on going to order $N+1$. By the order-zero result,

$$e^{N+1}(H-E)G(E_0)^{N+2}=e^{N+1}G(E_0)^{N+1}-e^{N+2}G(E_0)^{N+2}.$$

The first term on the right cancels the defect of order $N$, and the second is the defect of order $N+1$. In the proof `hp` is this calculation without the scalar prefactor, and `sub_add_sub_cancel` performs the cancellation.

```lean
/-- The expansion of order `N` solves the equation for the Green function at `E` up to the
defect `(E - E₀)ᴺ⁺¹ G(E₀)ᴺ⁺¹`. -/
theorem shifted_mul_expansion {H : A} {E₀ : ℂ} (h₀ : IsUnit (H - algebraMap ℂ A E₀))
    (E : ℂ) (N : ℕ) :
    (H - algebraMap ℂ A E) * expansion H E₀ E N
      = 1 - (E - E₀) ^ (N + 1) • green H E₀ ^ (N + 1) := by
  have hb := shifted_mul_green h₀ E
  induction N with
  | zero => simpa [expansion] using hb
  | succ N ih =>
    have hp : (H - algebraMap ℂ A E) * green H E₀ ^ (N + 1 + 1)
        = green H E₀ ^ (N + 1) - (E - E₀) • green H E₀ ^ (N + 1 + 1) := by
      rw [pow_succ' (green H E₀) (N + 1), ← mul_assoc, hb, sub_mul, one_mul, smul_mul_assoc]
    -- the defects of successive orders telescope
    rw [expansion_succ, mul_add, ih, mul_smul_comm, hp, smul_sub, smul_smul, ← pow_succ]
    exact sub_add_sub_cancel _ _ _
```

The defect also settles whether a finite order can ever be exact. Suppose $X_N=G(E)$. Then $(H-E)X_N=1$, so

$$e^{N+1}G(E_0)^{N+1}=0.$$

But $G(E_0)$ is invertible, with inverse $H-E_0$, and so are its powers. In an algebra with $1\neq 0$ an invertible element is not zero, so the scalar $e^{N+1}$ must vanish, which means $E=E_0$. Conversely, at $E=E_0$ the remainder is zero and the expansion is exact.

The condition $1\neq0$ is `[Nontrivial A]`; it excludes the algebra with the single element $0$, such as that of matrices of size zero. In the proof `hz` is the vanishing product, `hu` the invertibility of $G(E_0)$, and `smul_eq_zero` splits the product into its two cases. The converse substitutes $E=E_0$ into the expansion with remainder.

```lean
/-- In a nontrivial algebra the expansion of any finite order equals the Green function at `E`
exactly when `E = E₀`. -/
theorem green_eq_expansion_iff [Nontrivial A] {H : A} {E₀ E : ℂ}
    (h₀ : IsUnit (H - algebraMap ℂ A E₀)) (h : IsUnit (H - algebraMap ℂ A E)) (N : ℕ) :
    green H E = expansion H E₀ E N ↔ E = E₀ := by
  constructor
  · intro heq
    have hd := shifted_mul_expansion h₀ E N
    have h2 : (H - algebraMap ℂ A E) * green H E = 1 := Ring.mul_inverse_cancel _ h
    rw [← heq, h2] at hd
    have hz : (E - E₀) ^ (N + 1) • green H E₀ ^ (N + 1) = 0 := sub_eq_self.mp hd.symm
    -- powers of the Green function are invertible, so the scalar must vanish
    have hu : IsUnit (green H E₀) :=
      ⟨⟨green H E₀, H - algebraMap ℂ A E₀, Ring.inverse_mul_cancel _ h₀,
        Ring.mul_inverse_cancel _ h₀⟩, rfl⟩
    rcases smul_eq_zero.mp hz with hs | hg
    · exact sub_eq_zero.mp (pow_eq_zero_iff (Nat.succ_ne_zero N) |>.mp hs)
    · exact absurd hg (hu.pow (N + 1)).ne_zero
  · rintro rfl
    simpa using green_eq_expansion_add_remainder h₀ h N

end Algebraic
```

## The size of the error, and convergence

To call an error small one needs a norm. Let the algebra now carry one that satisfies $\|ab\|\le\|a\|\,\|b\|$, as the operator norm of matrices does. Taking norms in the exact remainder gives

$$\|G(E)-X_N\|=|e|^{N+1}\,\|G(E_0)^{N+1}G(E)\|\le\bigl(|e|\,\|G(E_0)\|\bigr)^{N+1}\|G(E)\|.$$

The factor $\|G(E)\|$ remains in the bound: near an eigenvalue of $H$ it is large, and a given order may then do poorly even when the bracket is below one.

The first rewriting in the proof replaces the difference by the remainder and takes the scalar out of the norm. The product inequality then separates $G(E_0)^{N+1}$ from $G(E)$, and `norm_pow_le'` bounds the norm of the power by the power of the norm. Lean writes the modulus $|e|$ as `‖E - E₀‖`.

```lean
section Normed

variable {A : Type*} [NormedRing A] [NormedAlgebra ℂ A]

/-- The error of the expansion of order `N` is at most
`(|E - E₀| ‖G(E₀)‖)ᴺ⁺¹ ‖G(E)‖`. -/
theorem norm_green_sub_expansion_le {H : A} {E₀ E : ℂ}
    (h₀ : IsUnit (H - algebraMap ℂ A E₀)) (h : IsUnit (H - algebraMap ℂ A E)) (N : ℕ) :
    ‖green H E - expansion H E₀ E N‖
      ≤ (‖E - E₀‖ * ‖green H E₀‖) ^ (N + 1) * ‖green H E‖ := by
  rw [sub_eq_of_eq_add' (green_eq_expansion_add_remainder h₀ h N), norm_smul, norm_pow,
    mul_pow, mul_assoc]
  refine mul_le_mul_of_nonneg_left ?_ (by positivity)
  exact (norm_mul_le _ _).trans
    (mul_le_mul_of_nonneg_right (norm_pow_le' _ (Nat.succ_pos N)) (norm_nonneg _))
```

If $|e|\,\|G(E_0)\|<1$, the powers of the bracket tend to zero as $N$ grows. For a Hermitian matrix with the operator norm, $\|G(E_0)\|$ is the reciprocal of the distance from $E_0$ to the nearest eigenvalue, so the condition asks that $E$ be closer to $E_0$ than any eigenvalue is.

In a complete normed algebra the same condition also supplies the invertibility of $H-E$, which therefore need not be assumed. Factor

$$H-E=\bigl(1-e\,G(E_0)\bigr)(H-E_0).$$

The first factor is invertible because $\|e\,G(E_0)\|<1$, by the geometric series in the algebra, and the second is invertible by hypothesis. Hence $G(E)$ exists, and the error bound gives $X_N\to G(E)$ as $N\to\infty$.

Completeness is `[CompleteSpace A]`, which matrices of finite size satisfy, as do the bounded operators on a Hilbert space. A differential operator such as the kinetic energy in continuous space is unbounded and is not an element of that algebra; the theorem applies to its matrix in a finite basis.

In the proof `hu` is the invertibility of the first factor and `hf` that of the product, which `shifted_mul_green` identifies with $H-E$. The limit `hlim` says that the bound tends to zero, and `squeeze_zero` passes this on to the error. The conclusion joins the two results: `IsUnit` for the existence of the inverse, and `Tendsto` for the convergence in norm.

```lean
/-- In a Banach algebra, if `|E - E₀| ‖G(E₀)‖ < 1`, then `H - E` is invertible and the
expansions about `E₀` converge to `G(E)` as the order grows. -/
theorem expansion_tendsto_green [CompleteSpace A] {H : A} {E₀ E : ℂ}
    (h₀ : IsUnit (H - algebraMap ℂ A E₀)) (hE : ‖E - E₀‖ * ‖green H E₀‖ < 1) :
    IsUnit (H - algebraMap ℂ A E) ∧
      Tendsto (fun N => expansion H E₀ E N) atTop (𝓝 (green H E)) := by
  have h : IsUnit (H - algebraMap ℂ A E) := by
    have hu : IsUnit (1 - (E - E₀) • green H E₀) :=
      isUnit_one_sub_of_norm_lt_one (by rw [norm_smul]; exact hE)
    have h1 : green H E₀ * (H - algebraMap ℂ A E₀) = 1 := Ring.inverse_mul_cancel _ h₀
    -- factor `H - E` through the invertible `H - E₀`
    have hf := hu.mul h₀
    rwa [← shifted_mul_green h₀ E, mul_assoc, h1, mul_one] at hf
  refine ⟨h, ?_⟩
  have hlim := ((tendsto_pow_atTop_nhds_zero_of_lt_one (by positivity) hE).comp
    (tendsto_add_atTop_nat 1)).mul_const ‖green H E‖
  rw [zero_mul] at hlim
  rw [tendsto_iff_norm_sub_tendsto_zero]
  refine squeeze_zero (fun N => norm_nonneg _) (fun N => ?_) hlim
  rw [norm_sub_rev]
  exact norm_green_sub_expansion_le h₀ h N

end Normed

end

end GreenEnergyExpansion
```

```lean
#print axioms GreenEnergyExpansion.green_eq_expansion_add_remainder
#print axioms GreenEnergyExpansion.green_eq_expansion_iff
#print axioms GreenEnergyExpansion.expansion_tendsto_green
```

```
'GreenEnergyExpansion.green_eq_expansion_add_remainder' depends on axioms: [propext, Classical.choice, Quot.sound]
'GreenEnergyExpansion.green_eq_expansion_iff' depends on axioms: [propext, Classical.choice, Quot.sound]
'GreenEnergyExpansion.expansion_tendsto_green' depends on axioms: [propext, Classical.choice, Quot.sound]
```
